# The magnetic energy missed when a quadratic one-centre correction is linearized

Q: Let me fix the terms. $x$ is a real vector of one-centre occupations, $K$ is the all-electron kernel minus the pseudo kernel, and the one-centre correction of the projector augmented-wave (PAW) method is modelled as $F(x)=\tfrac12\,x\cdot Kx$. Is that what the code says?

A: Yes. `oneCentre K x` is $F(x)$, `⬝ᵥ` is the dot product and `*ᵥ` applies a matrix to a vector. The index sets are finite: `ι` is general, and `n` labels the channels of one spin, for example pairs of partial waves.

In Lean 4 with Mathlib:

```lean
import Mathlib

open Matrix

namespace UltrasoftPAWSpin

noncomputable section

variable {n ι : Type*} [Fintype n] [Fintype ι]

/-- The one-centre correction `x · K x / 2` for occupations `x` and kernel `K`
(all-electron minus pseudo). -/
def oneCentre (K : Matrix ι ι ℝ) (x : ι → ℝ) : ℝ := (x ⬝ᵥ K *ᵥ x) / 2
```

Q: And the ultrasoft side?

A: An ultrasoft pseudopotential keeps only the tangent at a reference $x_0$, usually the atom: $L(x)=F(x_0)+(x-x_0)\cdot Kx_0$.

```lean
/-- The ultrasoft form of the one-centre correction: its value at the reference `x₀`
plus a term linear in `x - x₀` with the potential `K x₀`. -/
def linearized (K : Matrix ι ι ℝ) (x₀ x : ι → ℝ) : ℝ :=
  oneCentre K x₀ + (x - x₀) ⬝ᵥ K *ᵥ x₀
```

Q: Where does spin enter?

A: Through $K=\begin{pmatrix}A&B\\B&A\end{pmatrix}$, with $A$ for equal and $B$ for opposite spins. The equal diagonal blocks, together with the equal off-diagonal blocks, encode symmetry under exchange of up and down. A charge $q$ and a magnetization $m$ give the occupations $\left(\tfrac{q+m}2,\tfrac{q-m}2\right)$.

```lean
/-- The spin-block kernel: `A` couples equal spins and `B` couples opposite spins. -/
def spinKernel (A B : Matrix n n ℝ) : Matrix (n ⊕ n) (n ⊕ n) ℝ := fromBlocks A B B A

/-- The spin-up and spin-down occupations `((q + m)/2, (q - m)/2)` with charge `q` and
magnetization `m`. -/
def spinOcc (q m : n → ℝ) : n ⊕ n → ℝ :=
  Sum.elim ((1 / 2 : ℝ) • (q + m)) ((1 / 2 : ℝ) • (q - m))
```

Q: You wrote the slope $Kx_0$ into the definition. Who says it is the true slope?

A: Symmetry of $K$ does. It gives $x_0\cdot Kd=d\cdot Kx_0$, so along any direction $d$

$$F(x_0+td)=F(x_0)+t\,d\cdot Kx_0+t^2F(d),$$

and the derivative at $t=0$ is $d\cdot Kx_0$. The first lemma moves $K$ across the dot product by transposition. The second establishes this polynomial as `hfun` and differentiates it term by term.

```lean
/-- For a symmetric kernel, the interaction of `x` with `y` equals that of `y` with `x`. -/
theorem kernel_reciprocity {K : Matrix ι ι ℝ} (hK : K.IsSymm) (x y : ι → ℝ) :
    x ⬝ᵥ K *ᵥ y = y ⬝ᵥ K *ᵥ x := by
  rw [Matrix.dotProduct_mulVec, ← Matrix.mulVec_transpose, hK.eq, dotProduct_comm]

/-- For a symmetric kernel, the slope of the one-centre correction at `x₀` along any direction `d`
is `d · K x₀`, the slope used in the ultrasoft form. -/
theorem hasDerivAt_oneCentre {K : Matrix ι ι ℝ} (hK : K.IsSymm) (x₀ d : ι → ℝ) :
    HasDerivAt (fun t : ℝ => oneCentre K (x₀ + t • d)) (d ⬝ᵥ K *ᵥ x₀) 0 := by
  -- along a line the energy is a quadratic polynomial in t
  have hfun : (fun t : ℝ => oneCentre K (x₀ + t • d)) =
      fun t : ℝ => (oneCentre K x₀ + t * (d ⬝ᵥ K *ᵥ x₀)) + t ^ 2 * oneCentre K d := by
    funext t
    have h := kernel_reciprocity hK x₀ d
    simp only [oneCentre, Matrix.mulVec_add, Matrix.mulVec_smul, dotProduct_add,
      add_dotProduct, smul_dotProduct, dotProduct_smul, smul_eq_mul]
    linear_combination (t / 2) * h
  rw [hfun]
  have h1 := ((hasDerivAt_id' (0 : ℝ)).mul_const (d ⬝ᵥ K *ᵥ x₀)).const_add (oneCentre K x₀)
  have h2 := ((hasDerivAt_id' (0 : ℝ)).fun_pow 2).mul_const (oneCentre K d)
  exact (h1.fun_add h2).congr_deriv (by simp)
```

Q: At $t=1$ the missed energy is then $F(d)$. How does it split by spin?

A: Take $d=\left(\tfrac{q+m}2,\tfrac{q-m}2\right)$ and set $u=(A+B)q$, $v=(A-B)m$. Then $Kd=\left(\tfrac{u+v}2,\tfrac{u-v}2\right)$, and

$$d\cdot Kd=\tfrac14\big[(q+m)\cdot(u+v)+(q-m)\cdot(u-v)\big]=\tfrac12\,(q\cdot u+m\cdot v).$$

The cross terms cancel. The lemma states this for two different charge–magnetization pairs and needs no symmetry of $A$ or $B$. Its proof splits the dot product into up and down parts, expands, and closes with `ring`.

```lean
/-- The spin-block kernel does not couple charge to magnetization: charges interact through
`(A + B)/2` and magnetizations through `(A - B)/2`. -/
theorem charge_spin_decoupling (A B : Matrix n n ℝ) (q m q' m' : n → ℝ) :
    spinOcc q m ⬝ᵥ spinKernel A B *ᵥ spinOcc q' m' =
      (q ⬝ᵥ (A + B) *ᵥ q') / 2 + (m ⬝ᵥ (A - B) *ᵥ m') / 2 := by
  -- the scalar product splits into a spin-up and a spin-down part
  have hsplit : ∀ a b c d : n → ℝ,
      Sum.elim a b ⬝ᵥ Sum.elim c d = a ⬝ᵥ c + b ⬝ᵥ d := by
    intro a b c d
    simp [dotProduct, Fintype.sum_sum_type]
  unfold spinOcc spinKernel
  rw [Matrix.fromBlocks_mulVec, hsplit, Sum.elim_comp_inl, Sum.elim_comp_inr]
  simp only [Matrix.mulVec_add, Matrix.mulVec_sub, Matrix.mulVec_smul, Matrix.add_mulVec,
    Matrix.sub_mulVec, dotProduct_add, add_dotProduct, dotProduct_sub, sub_dotProduct,
    smul_dotProduct, dotProduct_smul, smul_eq_mul]
  ring
```

Halving once more gives the missed energy:

$$F(x_0+d)-L(x_0+d)=\tfrac14\,q\cdot(A+B)q+\tfrac14\,m\cdot(A-B)m.$$

In the proof, `hr` cancels the linear terms and `hd` supplies the decoupled quadratic one. Here $A$ and $B$ must be symmetric, while $x_0$ is arbitrary and may itself be polarized.

```lean
/-- For symmetric `A` and `B`, when the occupations move away from any reference `x₀` by a charge
`q` and a magnetization `m`, the ultrasoft form misses exactly `q · (A + B) q / 4 + m · (A - B) m /
4`. -/
theorem missed_energy {A B : Matrix n n ℝ} (hA : A.IsSymm) (hB : B.IsSymm)
    (x₀ : n ⊕ n → ℝ) (q m : n → ℝ) :
    oneCentre (spinKernel A B) (x₀ + spinOcc q m)
        - linearized (spinKernel A B) x₀ (x₀ + spinOcc q m) =
      (q ⬝ᵥ (A + B) *ᵥ q) / 4 + (m ⬝ᵥ (A - B) *ᵥ m) / 4 := by
  have hK : (spinKernel A B).IsSymm := Matrix.IsSymm.fromBlocks hA hB.eq hA
  have hr := kernel_reciprocity hK x₀ (spinOcc q m)
  have hd := charge_spin_decoupling A B q m q m
  -- the terms linear in the change cancel, the quadratic one decouples
  simp only [linearized, oneCentre, add_sub_cancel_left, Matrix.mulVec_add,
    dotProduct_add, add_dotProduct]
  linear_combination (1 / 2) * hr + (1 / 2) * hd
```

Q: And for a pure polarization, $x-x_0=(m/2,-m/2)$?

A: Set $q=0$, and $\tfrac14\,m\cdot(A-B)m$ remains. The hypothesis `hx` is exactly your condition.

```lean
/-- For symmetric `A` and `B` and a pure polarization `(m/2, -m/2)` away from any reference, the
missed magnetic energy is `m · (A - B) m / 4`. -/
theorem missed_magnetic_energy {A B : Matrix n n ℝ} (hA : A.IsSymm) (hB : B.IsSymm)
    (x₀ x : n ⊕ n → ℝ) (m : n → ℝ)
    (hx : x - x₀ = Sum.elim ((1 / 2 : ℝ) • m) (-((1 / 2 : ℝ) • m))) :
    oneCentre (spinKernel A B) x - linearized (spinKernel A B) x₀ x =
      (m ⬝ᵥ (A - B) *ᵥ m) / 4 := by
  have hp : x = x₀ + spinOcc 0 m := by
    rw [← sub_eq_iff_eq_add', hx]
    simp [spinOcc]
  rw [hp, missed_energy hA hB]
  simp
```

Q: Surely the Coulomb interaction dominates that?

A: Its classical (Hartree) part depends only on the total charge, so it enters $A=C+X$ and $B=C+Y$ equally and cancels in $A-B=X-Y$. What remains stands for exchange and correlation.

```lean
/-- Let `C`, `X` and `Y` be symmetric. If the equal-spin and opposite-spin kernels share a Coulomb
part `C`, so that they are `C + X` and `C + Y`, the missed magnetic energy is `m · (X - Y) m / 4`,
without `C`. -/
theorem coulomb_part_drops_out {C X Y : Matrix n n ℝ} (hC : C.IsSymm) (hX : X.IsSymm)
    (hY : Y.IsSymm) (x₀ : n ⊕ n → ℝ) (m : n → ℝ) :
    oneCentre (spinKernel (C + X) (C + Y)) (x₀ + spinOcc 0 m)
        - linearized (spinKernel (C + X) (C + Y)) x₀ (x₀ + spinOcc 0 m) =
      (m ⬝ᵥ (X - Y) *ᵥ m) / 4 := by
  rw [missed_energy (hC.add hX) (hC.add hY), add_sub_add_left_eq_sub]
  simp
```

Q: But exchange-correlation energy isn't quadratic in the occupations.

A: Right, and that is the main idealisation. $K$ is a given constant matrix, not derived from a functional. Terms linear in the occupations, such as the kinetic energy, are left out of $F$; a tangent reproduces them exactly, so they would not change the missed energy. Spins are collinear, and nothing forces occupations to be positive.

Q: What does the tangent do to a magnetic moment, then?

A: With an unpolarized reference of charge $r$, nothing: the linear term is a charge–magnetization product, which the decoupling sets to zero.

```lean
/-- With an unpolarized reference of charge `r`, the ultrasoft form gives every
magnetization `m` at the same charge the energy of the reference. -/
theorem linearized_blind_to_magnetization (A B : Matrix n n ℝ) (r m : n → ℝ) :
    linearized (spinKernel A B) (spinOcc r 0) (spinOcc r m) =
      oneCentre (spinKernel A B) (spinOcc r 0) := by
  have hsub : spinOcc r m - spinOcc r 0 = spinOcc 0 m := by
    ext i
    rcases i with i | i <;> simp [spinOcc]
    ring
  rw [linearized, hsub, charge_spin_decoupling]
  simp
```

The full correction can respond. It changes by $\tfrac14\,m\cdot(A-B)m$, so it falls exactly when that form is negative. This concerns the one-centre correction alone, not the total energy, so it is no criterion for magnetism.

```lean
/-- The full one-centre correction is lowered by a magnetization `m` at fixed charge `r`
exactly when `m · (A - B) m` is negative. -/
theorem magnetization_lowers_energy_iff (A B : Matrix n n ℝ) (r m : n → ℝ) :
    oneCentre (spinKernel A B) (spinOcc r m) < oneCentre (spinKernel A B) (spinOcc r 0) ↔
      m ⬝ᵥ (A - B) *ᵥ m < 0 := by
  have h0 : (0 : n → ℝ) ⬝ᵥ (A - B) *ᵥ (0 : n → ℝ) = 0 := zero_dotProduct _
  rw [oneCentre, oneCentre, charge_spin_decoupling, charge_spin_decoupling, h0]
  constructor <;> intro h <;> linarith

end

end UltrasoftPAWSpin
```

```lean
#print axioms UltrasoftPAWSpin.missed_magnetic_energy
#print axioms UltrasoftPAWSpin.coulomb_part_drops_out
#print axioms UltrasoftPAWSpin.linearized_blind_to_magnetization
#print axioms UltrasoftPAWSpin.magnetization_lowers_energy_iff
```

```
'UltrasoftPAWSpin.missed_magnetic_energy' depends on axioms: [propext, Classical.choice, Quot.sound]
'UltrasoftPAWSpin.coulomb_part_drops_out' depends on axioms: [propext, Classical.choice, Quot.sound]
'UltrasoftPAWSpin.linearized_blind_to_magnetization' depends on axioms: [propext, Classical.choice, Quot.sound]
'UltrasoftPAWSpin.magnetization_lowers_energy_iff' depends on axioms: [propext, Classical.choice, Quot.sound]
```

Q: Show me numbers.

A: Take one channel, $A=1$, $B=3$, $x_0=(0.5,\,0.5)$ and $x=(1,0)$, so $m=1$. Then $F(x_0)=\tfrac12(0.25+0.25+1.5)=1$ and $F(x)=\tfrac12(1+0+0)=0.5$. Since $Kx_0=(2,2)$, the linear term is $0.5\cdot2-0.5\cdot2=0$ and $L(x)=1$. The missed energy is $-0.5$, which matches $\tfrac14\cdot1\cdot(1-3)\cdot1$.

Q: Where would I meet this in a real calculation?

A: In the nonlocal strengths $D_{ij}$. A PAW code recomputes their one-centre part from the current occupations during the self-consistency cycle, as $Kx$ does here; an ultrasoft code keeps the part tabulated from the reference atom, as $Kx_0$ does. Within this finite quadratic model, the formula gives the resulting one-centre difference in magnetic energy at equal occupations.
